# Slater energy sums of d⁵ at $M_S=3/2$ and the quartet energies they give

Five electrons in a d shell repel one another. Put four spins up and one down, and ask for the largest total $M_L$. The spin-up electrons take $m=-1,0,1,2$ and the spin-down electron takes $m=2$, so $M_L=4$. No other determinant with these spins has this $M_L$, so its energy is that of the term $^4G$.

At $M_L=3$ there are two determinants, and the repulsion can mix them. The sum of their energies is still the trace of the $2\times2$ energy matrix, hence the energy of $^4G$ plus that of $^4F$. Subtracting the sum at $M_L=4$ leaves $^4F$. Repeating this down to $M_L=1$ gives $^4D$ and $^4P$, all within a single configuration and without spin–orbit coupling.

## The energy of one determinant

Let $F^0,F^2,F^4$ be the radial Slater integrals (upper indices, not powers), with $f_2=F^2/49$ and $f_4=F^4/441$. The direct and exchange integrals of orbitals $m,n$ are

$$J(m,n)=\sum_k F^k c^k(m,m)\,c^k(n,n),\qquad K(m,n)=\sum_k F^k c^k(m,n)^2,$$

where $k=0,2,4$ and the Gaunt coefficients are

$$c^k(m,n)=(-1)^m\,5\begin{pmatrix}2&2&k\\0&0&0\end{pmatrix}\begin{pmatrix}2&2&k\\m&-n&n-m\end{pmatrix}.$$

For $m=n$, Racah's formula makes the second 3j symbol $\sqrt{\Delta_k}\,r_k(m)$, with $\Delta_k=(4-k)!\,k!^2/(k+5)!$ and

$$r_k(m)=(2+m)!\,(2-m)!\,k!\sum_t\frac{(-1)^t}{t!\,(4-k-t)!\,[(k+t+m-2)!\,(2-m-t)!]^2},$$

where $t$ runs over the values that leave no factorial with a negative argument. For example, $r_2(0)=8(\tfrac18-1+\tfrac18)=-6$. For $m=-2,\dots,2$ one finds $r_0=(-1)^m$, $r_2=(6,3,-6,3,6)$ and $r_4=(1,4,6,4,1)$, with $\Delta_0=1/5$ and $\Delta_2=\Delta_4=1/630$. Then $c^k(m,m)=(-1)^m5\Delta_k r_k(0)r_k(m)$ gives $c^0(m,m)=1$ and

$$a_m=7c^2(m,m)=(-2,1,2,1,-2),\qquad b_m=21c^4(m,m)=(1,-4,6,-4,1).$$

Both lists sum to zero, so $\sum_n J(m,n)=5F^0$. Orthogonality of the 3j symbols gives $\sum_n c^k(m,n)^2=c^k(0,0)$, so $\sum_n K(m,n)=F^0+14f_2+126f_4$.

Since $J(m,m)=K(m,m)$, five parallel spins have energy

$$\tfrac12\sum_{m,n}(J-K)=10F^0-35f_2-315f_4.$$

Now remove the spin-up electron in orbital $h$. This subtracts $\sum_n[J(h,n)-K(h,n)]=4F^0-14f_2-126f_4$. A spin-down electron in orbital $s$ then adds $5F^0-J(h,s)$. The result is

$$E(h,s)=10F^0-(21+a_ha_s)f_2-(189+b_hb_s)f_4,\qquad M_L=s-h.$$

## The sums and their differences

Let $T(M)$ be the sum of $E(h,s)$ over all pairs with $s-h=M$. For $M=0,\dots,4$ there are $5-M$ pairs.

| $M$ | $\sum a_ha_s$ | $\sum b_hb_s$ | $T(M)$ |
|---|---|---|---|
| 4 | 4 | 1 | $10F^0-25f_2-190f_4$ |
| 3 | −4 | −8 | $20F^0-38f_2-370f_4$ |
| 2 | −7 | 28 | $30F^0-56f_2-595f_4$ |
| 1 | 0 | −56 | $40F^0-84f_2-700f_4$ |
| 0 | 14 | 70 | $50F^0-119f_2-1015f_4$ |

Racah's parameters are $A=F^0-49f_4$, $B=f_2-5f_4$ and $C=35f_4$. Inverted, they give $F^0=A+\tfrac75C$, $f_2=B+\tfrac17C$ and $f_4=\tfrac1{35}C$. Substitution yields

$$\begin{aligned}
T(4)&=10A-25B+5C &&(^4G),\\
T(3)-T(4)&=10F^0-13f_2-180f_4=10A-13B+7C &&(^4F),\\
T(2)-T(3)&=10F^0-18f_2-225f_4=10A-18B+5C &&(^4D),\\
T(1)-T(2)&=10F^0-28f_2-105f_4=10A-28B+7C &&(^4P).
\end{aligned}$$

The last step, $T(0)-T(1)=10F^0-35f_2-315f_4=10A-35B$, is the energy of five parallel spins. It belongs to the $M_S=3/2$ component of $^6S$.

## Gaunt coefficients from 3j symbols

```lean
import Mathlib

open Finset
open scoped Nat

namespace HalfFilledDShell
```

In Lean an orbital is labelled by $i=m+2$, so that $i$ runs from 0 to 4. The factor $\Delta_k$ is `triangle`.

```lean
/-- The triangle factor of the 3j symbol with angular momenta 2, 2, k, for k ≤ 4. -/
def triangle (k : ℕ) : ℚ := (((4 - k)! * k ! * k ! : ℕ) : ℚ) / (((k + 5)! : ℕ) : ℚ)
```

The remaining factorials under the root, and the alternating sum, are defined for general pairs of orbitals.

```lean
/-- The product (2 + m)! (2 - m)! (2 + n)! (2 - n)! (k + m - n)! (k + n - m)! under the root of the
3j symbol (2 2 k; m, -n, n - m), with i = m + 2, j = n + 2 and |i - j| ≤ k. -/
def weight (k i j : ℕ) : ℕ :=
  i ! * (4 - i)! * (j ! * (4 - j)!) * ((k + i - j)! * (k + j - i)!)

/-- Racah's alternating sum for the 3j symbol (2 2 k; m, -n, n - m), with i = m + 2, j = n + 2
and k ≤ 4. Only terms whose factorials have non-negative arguments enter. -/
def racahSum (k i j : ℕ) : ℚ :=
  ∑ t ∈ range (5 - k),
    if 4 ≤ k + t + i ∧ 4 ≤ k + t + j ∧ i + t ≤ 4 ∧ j + t ≤ 4 then
      (-1) ^ t / ((t ! * (k + t + i - 4)! * (k + t + j - 4)! * (4 - k - t)!
        * (4 - i - t)! * (4 - j - t)! : ℕ) : ℚ)
    else 0
```

When $|m-n|>k$, no term of `racahSum` survives, so the truncated natural-number subtraction in `weight` has no effect.

```lean
/-- The 3j symbol (2 2 k; m, -n, n - m), with i = m + 2, j = n + 2 and k ≤ 4. -/
noncomputable def threeJ (k i j : ℕ) : ℝ :=
  (-1) ^ (i + j) * √((triangle k : ℝ) * (weight k i j : ℝ)) * (racahSum k i j : ℝ)

/-- The Gaunt coefficient c^k(m, n) of two d orbitals for even k ≤ 4, with i = m + 2 and j = n + 2.
-/
noncomputable def gaunt (k i j : ℕ) : ℝ := (-1) ^ i * 5 * threeJ k 2 2 * threeJ k i j
```

The coefficients are thus defined by the standard 3j formula, not as integrals over spherical harmonics. They contain square roots, but the energies need only squares and diagonal values. The next two definitions are free of roots: `gauntSq` is the expression for the square, and `axial` is the factor $r_k(m)$ from which the diagonal values are built.

```lean
/-- The rational expression for the square of a Gaunt coefficient. -/
def gauntSq (k i j : ℕ) : ℚ :=
  25 * (triangle k * weight k 2 2 * racahSum k 2 2 ^ 2)
    * (triangle k * weight k i j * racahSum k i j ^ 2)

/-- The root-free part of a 3j symbol with equal orbitals. -/
def axial (k i : ℕ) : ℚ := ((i ! * (4 - i)! * k ! : ℕ) : ℚ) * racahSum k i i
```

The first theorem squares each 3j symbol, which removes the sign and the root.

```lean
/-- The square of a Gaunt coefficient is rational. -/
theorem gaunt_sq (k i j : ℕ) : gaunt k i j ^ 2 = (gauntSq k i j : ℝ) := by
  have ht : (0 : ℝ) ≤ (triangle k : ℝ) :=
    Rat.cast_nonneg.mpr (by unfold triangle; positivity)
  have hs : ∀ n : ℕ, ((-1 : ℝ) ^ n) ^ 2 = 1 := fun n => by
    rw [← pow_mul, mul_comm, pow_mul]; norm_num
  have key : ∀ a b : ℕ, threeJ k a b ^ 2
      = (triangle k : ℝ) * (weight k a b : ℝ) * (racahSum k a b : ℝ) ^ 2 := fun a b => by
    rw [threeJ, mul_pow, mul_pow, hs, Real.sq_sqrt (mul_nonneg ht (Nat.cast_nonneg _)), one_mul]
  rw [gaunt, mul_pow, mul_pow, mul_pow, hs, key, key, gauntSq]
  push_cast
  ring
```

On the diagonal the product of factorials is itself a perfect square. Each 3j symbol then keeps only $\sqrt{\Delta_k}$, and two such factors multiply to $\Delta_k$.

```lean
/-- A diagonal Gaunt coefficient is rational. -/
theorem gaunt_diag (k i : ℕ) :
    gaunt k i i = (((-1) ^ i * 5 * triangle k * axial k 2 * axial k i : ℚ) : ℝ) := by
  have ht : (0 : ℝ) ≤ (triangle k : ℝ) :=
    Rat.cast_nonneg.mpr (by unfold triangle; positivity)
  -- for equal orbitals the factorials under the root form a perfect square
  have key : ∀ a : ℕ, threeJ k a a = √(triangle k : ℝ) * (axial k a : ℝ) := fun a => by
    have hw : weight k a a = (a ! * (4 - a)! * k !) ^ 2 := by
      simp only [weight, Nat.add_sub_cancel]
      ring
    rw [threeJ, hw, Nat.cast_pow, Real.sqrt_mul ht, Real.sqrt_sq (Nat.cast_nonneg _),
      Even.neg_one_pow ⟨a, rfl⟩, axial, Rat.cast_mul, Rat.cast_natCast]
    ring
  have h := Real.mul_self_sqrt ht
  rw [gaunt, key, key]
  push_cast
  linear_combination (-1) ^ i * 5 * (axial k 2 : ℝ) * (axial k i : ℝ) * h
```

## Integer tables for the d shell

The lists `d2` and `d4` are $a_m$ and $b_m$. The tables `x0`, `x2` and `x4` hold the squared coefficients multiplied by 1, 49 and 441.

```lean
/-- The integers 7 c²(m, m), for m = -2, ..., 2. -/
def d2 : Fin 5 → ℤ := ![-2, 1, 2, 1, -2]

/-- The integers 21 c⁴(m, m), for m = -2, ..., 2. -/
def d4 : Fin 5 → ℤ := ![1, -4, 6, -4, 1]

/-- The squares of c⁰(m, n). -/
def x0 (i j : Fin 5) : ℤ := if i = j then 1 else 0

/-- The integers 49 c²(m, n)². -/
def x2 : Fin 5 → Fin 5 → ℤ :=
  ![![4, 6, 4, 0, 0], ![6, 1, 1, 6, 0], ![4, 1, 4, 1, 4], ![0, 6, 1, 1, 6], ![0, 0, 4, 6, 4]]

/-- The integers 441 c⁴(m, n)². -/
def x4 : Fin 5 → Fin 5 → ℤ :=
  ![![1, 5, 15, 35, 70], ![5, 16, 30, 40, 35], ![15, 30, 36, 30, 15],
    ![35, 40, 30, 16, 5], ![70, 35, 15, 5, 1]]
```

Both tables are proved from the 3j definition: `decide +kernel` evaluates the rational expressions for every orbital or pair, and the root-removal theorems carry the values over to the real coefficients.

```lean
/-- The table of diagonal Gaunt coefficients of the d shell. -/
theorem gaunt_diag_table (i : Fin 5) :
    gaunt 0 i i = 1 ∧ gaunt 2 i i = (d2 i : ℝ) / 7 ∧ gaunt 4 i i = (d4 i : ℝ) / 21 := by
  have h : ∀ i : Fin 5,
      (-1) ^ (i : ℕ) * 5 * triangle 0 * axial 0 2 * axial 0 i = 1 ∧
      (-1) ^ (i : ℕ) * 5 * triangle 2 * axial 2 2 * axial 2 i = (d2 i : ℚ) / 7 ∧
      (-1) ^ (i : ℕ) * 5 * triangle 4 * axial 4 2 * axial 4 i = (d4 i : ℚ) / 21 := by
    decide +kernel
  obtain ⟨h0, h2, h4⟩ := h i
  exact ⟨by rw [gaunt_diag, h0]; norm_num, by rw [gaunt_diag, h2]; norm_num,
    by rw [gaunt_diag, h4]; norm_num⟩

/-- The table of squared Gaunt coefficients of the d shell. -/
theorem gaunt_sq_table (i j : Fin 5) :
    gaunt 0 i j ^ 2 = (x0 i j : ℝ) ∧ gaunt 2 i j ^ 2 = (x2 i j : ℝ) / 49 ∧
      gaunt 4 i j ^ 2 = (x4 i j : ℝ) / 441 := by
  have h : ∀ i j : Fin 5, gauntSq 0 i j = (x0 i j : ℚ) ∧
      gauntSq 2 i j = (x2 i j : ℚ) / 49 ∧ gauntSq 4 i j = (x4 i j : ℚ) / 441 := by
    decide +kernel
  obtain ⟨h0, h2, h4⟩ := h i j
  exact ⟨by rw [gaunt_sq, h0]; norm_num, by rw [gaunt_sq, h2]; norm_num,
    by rw [gaunt_sq, h4]; norm_num⟩
```

## Determinants and their energies

The arguments `F0`, `F2`, `F4` stand for $F^0,F^2,F^4$. In particular, `F2` is not the reduced parameter $F^2/49$, which many texts write as $F_2$. They are arbitrary real numbers; no radial function is chosen.

```lean
/-- The direct Coulomb integral J(m, n) of two d orbitals. -/
noncomputable def direct (F0 F2 F4 : ℝ) (i j : Fin 5) : ℝ :=
  F0 * (gaunt 0 i i * gaunt 0 j j) + F2 * (gaunt 2 i i * gaunt 2 j j)
    + F4 * (gaunt 4 i i * gaunt 4 j j)

/-- The exchange integral K(m, n) of two d orbitals. -/
noncomputable def exchange (F0 F2 F4 : ℝ) (i j : Fin 5) : ℝ :=
  F0 * gaunt 0 i j ^ 2 + F2 * gaunt 2 i j ^ 2 + F4 * gaunt 4 i j ^ 2
```

A determinant is a pair of sets of occupied orbitals, `U` for spin up and `D` for spin down. Its energy is the repulsion within the shell, taken from Slater's rules as a definition. In a free ion without spin–orbit coupling, the one-electron energy is the same for every d⁵ determinant, and it is left out. The values of `J` and `K` may lie in any commutative ring, so the same function serves for real energies and for integer coefficients.

```lean
/-- The repulsion energy of a determinant with spin-up orbitals U and spin-down orbitals D:
J - K for each parallel pair and J for each antiparallel pair. -/
def detEnergy {R : Type*} [CommRing R] (J K : Fin 5 → Fin 5 → R) (U D : Finset (Fin 5)) : R :=
  ∑ i ∈ U, ∑ j ∈ U with i < j, (J i j - K i j) + ∑ i ∈ D, ∑ j ∈ D with i < j, (J i j - K i j)
    + ∑ i ∈ U, ∑ j ∈ D, J i j
```

The set `dets M` selects four spin-up orbitals and one spin-down orbital with total $M_L=M$, and `T` adds the energies. This `T` is an energy sum, not a kinetic energy.

```lean
/-- The d⁵ determinants with M_S = 3/2 and M_L = M. -/
def dets (M : ℤ) : Finset (Finset (Fin 5) × Finset (Fin 5)) :=
  (powersetCard 4 univ ×ˢ powersetCard 1 univ).filter fun p =>
    ∑ i ∈ p.1, (((i : ℕ) : ℤ) - 2) + ∑ i ∈ p.2, (((i : ℕ) : ℤ) - 2) = M

/-- The sum T(M) of the Slater energies of the d⁵ determinants with M_S = 3/2 and M_L = M. -/
noncomputable def T (F0 F2 F4 : ℝ) (M : ℤ) : ℝ :=
  ∑ p ∈ dets M, detEnergy (direct F0 F2 F4) (exchange F0 F2 F4) p.1 p.2

/-- Racah's parameter A. -/
noncomputable def racahA (F0 F4 : ℝ) : ℝ := F0 - 49 * (F4 / 441)

/-- Racah's parameter B. -/
noncomputable def racahB (F2 F4 : ℝ) : ℝ := F2 / 49 - 5 * (F4 / 441)

/-- Racah's parameter C. -/
noncomputable def racahC (F4 : ℝ) : ℝ := 35 * (F4 / 441)
```

## Reduction to integer sums

Inserting the tables into $J$ and $K$ splits every determinant energy into three integer coefficients, multiplying $F^0$, $f_2$ and $f_4$. The proof rewrites both integrals in this form and uses the linearity of `detEnergy`.

```lean
/-- The energy of a determinant is a combination of F⁰, F²/49 and F⁴/441 with integer
coefficients. -/
theorem detEnergy_multipole (F0 F2 F4 : ℝ) (U D : Finset (Fin 5)) :
    detEnergy (direct F0 F2 F4) (exchange F0 F2 F4) U D
      = F0 * ((detEnergy (fun _ _ => 1) x0 U D : ℤ) : ℝ)
        + F2 / 49 * ((detEnergy (fun i j => d2 i * d2 j) x2 U D : ℤ) : ℝ)
        + F4 / 441 * ((detEnergy (fun i j => d4 i * d4 j) x4 U D : ℤ) : ℝ) := by
  have hJ : direct F0 F2 F4 = fun i j => F0 * ((1 : ℤ) : ℝ)
      + F2 / 49 * ((d2 i * d2 j : ℤ) : ℝ) + F4 / 441 * ((d4 i * d4 j : ℤ) : ℝ) := by
    funext i j
    obtain ⟨a0, a2, a4⟩ := gaunt_diag_table i
    obtain ⟨b0, b2, b4⟩ := gaunt_diag_table j
    rw [direct, a0, a2, a4, b0, b2, b4]
    push_cast
    ring
  have hK : exchange F0 F2 F4 = fun i j => F0 * (x0 i j : ℝ)
      + F2 / 49 * (x2 i j : ℝ) + F4 / 441 * (x4 i j : ℝ) := by
    funext i j
    obtain ⟨a0, a2, a4⟩ := gaunt_sq_table i j
    rw [exchange, a0, a2, a4]
    ring
  rw [hJ, hK]
  simp only [detEnergy, Int.cast_add, Int.cast_sub, Int.cast_sum, mul_add, mul_sub,
    Finset.mul_sum, Finset.sum_add_distrib, Finset.sum_sub_distrib]
  ring
```

Summing over determinants preserves the form, so $T(M)$ is known once three integers `n0`, `n2`, `n4` are known.

```lean
/-- T(M) follows from the sums of the integer coefficients over its determinants. -/
theorem T_of_sums (F0 F2 F4 : ℝ) (M n0 n2 n4 : ℤ)
    (h0 : ∑ p ∈ dets M, detEnergy (fun _ _ => (1 : ℤ)) x0 p.1 p.2 = n0)
    (h2 : ∑ p ∈ dets M, detEnergy (fun i j => d2 i * d2 j) x2 p.1 p.2 = n2)
    (h4 : ∑ p ∈ dets M, detEnergy (fun i j => d4 i * d4 j) x4 p.1 p.2 = n4) :
    T F0 F2 F4 M = F0 * n0 + F2 / 49 * n2 + F4 / 441 * n4 := by
  rw [← h0, ← h2, ← h4]
  simp only [T, detEnergy_multipole, Finset.sum_add_distrib, Finset.mul_sum, Int.cast_sum]
```

The count $5-M$ is proved by enumeration for $M=0,\dots,5$. It includes $M=5$, where there are no determinants. Each step down therefore adds exactly one state, as the subtraction of traces requires.

```lean
/-- There are 5 - M determinants with M_S = 3/2 and M_L = M, for M = 0, ..., 5. -/
theorem card_dets (M : Fin 6) : (dets ((M : ℕ) : ℤ)).card = 5 - (M : ℕ) := by
  revert M
  decide +kernel
```

## The quartets and the sextet

The main theorem states the four identities for all real $F^0,F^2,F^4$. The integers given to `T_of_sums` are those in the table of $T(M)$ above. Lean confirms them by running through the determinants, where the derivation by hand used the closed form $E(h,s)$. The conversion to $A$, $B$, $C$ is left to `ring`.

```lean
/-- The energy sum at M_L = 4 and its successive differences down to M_L = 1, in Racah's
parameters, for the d⁵ determinants with M_S = 3/2. -/
theorem quartet_energies (F0 F2 F4 : ℝ) :
    let A := racahA F0 F4
    let B := racahB F2 F4
    let C := racahC F4
    T F0 F2 F4 4 = 10 * A - 25 * B + 5 * C ∧
    T F0 F2 F4 3 - T F0 F2 F4 4 = 10 * A - 13 * B + 7 * C ∧
    T F0 F2 F4 2 - T F0 F2 F4 3 = 10 * A - 18 * B + 5 * C ∧
    T F0 F2 F4 1 - T F0 F2 F4 2 = 10 * A - 28 * B + 7 * C := by
  -- enumerate the determinants at each M_L
  have t4 := T_of_sums F0 F2 F4 4 10 (-25) (-190)
    (by decide +kernel) (by decide +kernel) (by decide +kernel)
  have t3 := T_of_sums F0 F2 F4 3 20 (-38) (-370)
    (by decide +kernel) (by decide +kernel) (by decide +kernel)
  have t2 := T_of_sums F0 F2 F4 2 30 (-56) (-595)
    (by decide +kernel) (by decide +kernel) (by decide +kernel)
  have t1 := T_of_sums F0 F2 F4 1 40 (-84) (-700)
    (by decide +kernel) (by decide +kernel) (by decide +kernel)
  simp only [t4, t3, t2, t1, racahA, racahB, racahC]
  push_cast
  refine ⟨?_, ?_, ?_, ?_⟩ <;> ring
```

The theorem speaks of energy sums. Reading their differences as term energies rests on the trace argument at the start, which needs a rotationally invariant repulsion and one new term at each step; no Hamiltonian or angular-momentum operator is formalised.

The final theorem obtains $10A-35B$ in two ways: from the single determinant with all spins up, and from $T(0)-T(1)$ at $M_S=3/2$. The agreement is what spin symmetry demands of two components of the same $^6S$ term.

```lean
/-- The determinant with all five spins up has energy 10A - 35B, and the difference
T(0) - T(1) at M_S = 3/2 has the same value. -/
theorem sextet_energy (F0 F2 F4 : ℝ) :
    detEnergy (direct F0 F2 F4) (exchange F0 F2 F4) univ ∅
      = 10 * racahA F0 F4 - 35 * racahB F2 F4 ∧
    T F0 F2 F4 0 - T F0 F2 F4 1 = 10 * racahA F0 F4 - 35 * racahB F2 F4 := by
  have h0 : detEnergy (fun _ _ => (1 : ℤ)) x0 univ ∅ = 10 := by decide +kernel
  have h2 : detEnergy (fun i j => d2 i * d2 j) x2 univ ∅ = -35 := by decide +kernel
  have h4 : detEnergy (fun i j => d4 i * d4 j) x4 univ ∅ = -315 := by decide +kernel
  have t1 := T_of_sums F0 F2 F4 1 40 (-84) (-700)
    (by decide +kernel) (by decide +kernel) (by decide +kernel)
  have t0 := T_of_sums F0 F2 F4 0 50 (-119) (-1015)
    (by decide +kernel) (by decide +kernel) (by decide +kernel)
  rw [detEnergy_multipole, h0, h2, h4, t0, t1, racahA, racahB]
  push_cast
  constructor <;> ring

end HalfFilledDShell
```

In the single-configuration approximation without spin–orbit coupling, these are the energies of repulsion within the d shell for the sextet and the four quartets of a free d⁵ ion such as Mn²⁺.

```lean
#print axioms HalfFilledDShell.card_dets
#print axioms HalfFilledDShell.quartet_energies
#print axioms HalfFilledDShell.sextet_energy
```

```
'HalfFilledDShell.card_dets' depends on axioms: [propext, Classical.choice, Quot.sound]
'HalfFilledDShell.quartet_energies' depends on axioms: [propext, Classical.choice, Quot.sound]
'HalfFilledDShell.sextet_energy' depends on axioms: [propext, Classical.choice, Quot.sound]
```
